# Solvability of the first-order equation for a degenerate level with overlap

## Diagonalise first, then solve

To follow the individual states of a degenerate level under a perturbation, one diagonalises a small matrix within the level and then solves a linear equation for each first-order orbital. In PAW and ultrasoft methods the orbitals obey a generalised eigenproblem, $H\psi = eS\psi$, and the overlap $S$ can change too, for instance when an atom moves and carries its projectors along. The small matrix must account for that change.

Let $H_0$ and $S_0$ be the unperturbed Hamiltonian and overlap, $e_0$ the level, and $H_1$, $S_1$ the first-order changes. Inserting $\psi_0+\lambda\psi_1$ and $e_0+\lambda e_1$ into the eigenproblem and collecting the terms linear in $\lambda$ gives

$$(H_0-e_0S_0)\psi_1=-(H_1-e_0S_1-e_1S_0)\psi_0 .$$

The matrix on the left is singular, so a solution $\psi_1$ exists only for suitable $\psi_0$ and $e_1$.

## The condition on $\psi_0$ and $e_1$

Let $H_0,S_0$ be Hermitian and $e_0$ real. Let the columns of $C$ span the kernel of $A=H_0-e_0S_0$, with $C^\dagger S_0C=1$, the usual normalisation of orbitals in the overlap metric. For $\psi_0=Ca$, a solution $\psi_1$ exists exactly when

$$Ma=e_1a,\qquad M=C^\dagger(H_1-e_0S_1)C .$$

**Solvability of $Ax=b$.** If $Ax=b$, then $C^\dagger b=(AC)^\dagger x=0$. Conversely, let $C^\dagger b=0$, and let $u$ be orthogonal to the range of $A$. Then $0=u^\dagger A(Au)=\|Au\|^2$, so $Au=0$ and $u=Ca$ for some $a$. Hence $u^\dagger b=a^\dagger C^\dagger b=0$. So $b$ lies in the double orthogonal complement of the range, which in finite dimension is the range itself.

**Projection.** For the first-order equation the condition reads
$$0=C^\dagger(H_1-e_0S_1-e_1S_0)Ca=Ma-e_1a .$$

**Hermitian perturbations.** If $H_1$ and $S_1$ are Hermitian, so is $M$. Let $b$ now denote a second coefficient vector. From $Ma=e_1a$ and $Mb=f_1b$ follows $(e_1^*-f_1)\,a^\dagger b=0$. Taking $b=a\neq0$ makes $e_1$ real; different real values force $a^\dagger b=0$. Since $(Ca)^\dagger S_0(Cb)=a^\dagger b$, the orbitals are then $S_0$-orthogonal, and an orthonormal eigenbasis of $M$ gives a full $S_0$-orthonormal set.

## A single state, and a non-Hermitian failure

If $C$ has one column $c$ and $a\neq0$, the condition is $e_1=c^\dagger(H_1-e_0S_1)c$, the first-order energy with its overlap correction.

Real eigenvalues of $H_0$ are no substitute for Hermiticity. Take $S_0=1$, $S_1=0$, $e_0=0$ and

$$H_0=\begin{pmatrix}0&1\\0&0\end{pmatrix},\quad H_1=\begin{pmatrix}0&0\\1&0\end{pmatrix},\quad C=\begin{pmatrix}1\\0\end{pmatrix}.$$

Then $M=0$, so $a=1$, $e_1=0$ satisfies the secular equation. The right-hand side is $(0,-1)^T$, which is not in the range of $H_0$.

## The level as a Lean structure

The finite types `n` and `d` index the basis functions and the columns of $C$. `DegenerateLevel` collects the conditions on the unperturbed problem, and `FirstOrderSolvable` says that some $\psi_1$ exists; its component within the level stays free. `splittingMatrix` is $M$. Its eigenvalues are the first-order shifts themselves, whereas "splitting" usually means their differences.

In the main theorem `e1` is complex and $H_1$, $S_1$ are arbitrary; Hermiticity of the perturbation enters only in the later results. $S_0$ need not be positive definite.

The matrices are finite and $H_1$ is given, so self-consistent response is left aside. That the perturbed states have the expansion used above is assumed, not proved. If an eigenvalue of $M$ has several linearly independent eigenvectors, the condition does not single out zeroth-order states within their span; higher orders may do so.

```lean
import Mathlib

open Matrix
open scoped ComplexOrder InnerProductSpace

namespace DegenerateOverlapPerturbation

noncomputable section

variable {n d : Type*} [Fintype n] [Fintype d] [DecidableEq d]

/-- The columns of `C` span the kernel of `A`. -/
def SpansKernel (A : Matrix n n ℂ) (C : Matrix n d ℂ) : Prop :=
  ∀ x : n → ℂ, A *ᵥ x = 0 ↔ ∃ a : d → ℂ, x = C *ᵥ a

/-- A level `e0` of the generalized eigenproblem `H0 ψ = e0 S0 ψ` with Hermitian `H0` and `S0`,
whose eigenspace is spanned by the `S0`-orthonormal columns of `C`. -/
structure DegenerateLevel (H0 S0 : Matrix n n ℂ) (e0 : ℝ) (C : Matrix n d ℂ) : Prop where
  hermH : H0.IsHermitian
  hermS : S0.IsHermitian
  kernel : SpansKernel (H0 - (e0 : ℂ) • S0) C
  normalized : Cᴴ * S0 * C = 1

/-- The first-order equation `(H0 - e0 S0) ψ1 = -(H1 - e0 S1 - e1 S0) ψ0` has a solution `ψ1`. -/
def FirstOrderSolvable (H0 S0 H1 S1 : Matrix n n ℂ) (e0 : ℝ) (e1 : ℂ) (psi0 : n → ℂ) : Prop :=
  ∃ psi1 : n → ℂ, (H0 - (e0 : ℂ) • S0) *ᵥ psi1 =
    -((H1 - (e0 : ℂ) • S1 - e1 • S0) *ᵥ psi0)

/-- The matrix `C† (H1 - e0 S1) C` of the perturbation `H1 - e0 S1` between the columns of `C`. -/
def splittingMatrix (H1 S1 : Matrix n n ℂ) (e0 : ℝ) (C : Matrix n d ℂ) : Matrix d d ℂ :=
  Cᴴ * (H1 - (e0 : ℂ) • S1) * C

omit [Fintype n] in
/-- For Hermitian `H` and `S` and real `e`, the matrix `H - e S` is Hermitian. -/
theorem hermitian_shift {H S : Matrix n n ℂ} (hH : H.IsHermitian) (hS : S.IsHermitian)
    (e : ℝ) : (H - (e : ℂ) • S).IsHermitian := by
  unfold Matrix.IsHermitian
  rw [conjTranspose_sub, conjTranspose_smul, hH.eq, hS.eq, Complex.star_def,
    Complex.conj_ofReal]

omit [DecidableEq d] in
/-- Fredholm alternative: for Hermitian `A` with kernel spanned by the columns of `C`, the
equation `A x = b` is solvable exactly when `C† b = 0`. -/
theorem solvable_iff_projection_zero {A : Matrix n n ℂ} {C : Matrix n d ℂ}
    (hA : A.IsHermitian) (hC : SpansKernel A C) (b : n → ℂ) :
    (∃ x, A *ᵥ x = b) ↔ Cᴴ *ᵥ b = 0 := by
  constructor
  · rintro ⟨x, rfl⟩
    -- the projection w of A x has zero norm, because A annihilates C w
    have key : ∀ w : d → ℂ, star w ⬝ᵥ (Cᴴ *ᵥ (A *ᵥ x)) = 0 := by
      intro w
      have h0 : star (C *ᵥ w) ᵥ* A = 0 := by
        have h := Matrix.star_mulVec A (C *ᵥ w)
        rw [hA.eq, (hC (C *ᵥ w)).mpr ⟨w, rfl⟩, star_zero] at h
        exact h.symm
      rw [Matrix.dotProduct_mulVec, ← Matrix.star_mulVec, Matrix.dotProduct_mulVec, h0,
        zero_dotProduct]
    exact dotProduct_star_self_eq_zero.mp (key _)
  · intro hb
    let K : Submodule ℂ (EuclideanSpace ℂ n) :=
      { carrier := {v | ∃ x, A *ᵥ x = v.ofLp}
        add_mem' := by
          rintro u v ⟨x, hx⟩ ⟨y, hy⟩
          exact ⟨x + y, by rw [Matrix.mulVec_add, hx, hy]; rfl⟩
        zero_mem' := ⟨0, by rw [Matrix.mulVec_zero]; rfl⟩
        smul_mem' := by
          rintro c v ⟨x, hx⟩
          exact ⟨c • x, by rw [Matrix.mulVec_smul, hx]; rfl⟩ }
    -- b is orthogonal to everything that is orthogonal to the range of A
    have hmem : WithLp.toLp 2 b ∈ Kᗮᗮ := by
      rw [Submodule.mem_orthogonal]
      intro u hu
      rw [Submodule.mem_orthogonal] at hu
      have hAu : A *ᵥ u.ofLp = 0 := by
        have h := hu (WithLp.toLp 2 (A *ᵥ (A *ᵥ u.ofLp))) ⟨_, rfl⟩
        rw [EuclideanSpace.inner_eq_star_dotProduct] at h
        change u.ofLp ⬝ᵥ star (A *ᵥ (A *ᵥ u.ofLp)) = 0 at h
        rw [Matrix.star_mulVec, hA.eq, dotProduct_comm, ← Matrix.dotProduct_mulVec] at h
        exact dotProduct_star_self_eq_zero.mp h
      obtain ⟨a, ha⟩ := (hC _).mp hAu
      rw [EuclideanSpace.inner_eq_star_dotProduct]
      change b ⬝ᵥ star u.ofLp = 0
      rw [ha, Matrix.star_mulVec, dotProduct_comm, ← Matrix.dotProduct_mulVec, hb,
        dotProduct_zero]
    rw [Submodule.orthogonal_orthogonal] at hmem
    exact hmem

variable {H0 S0 H1 S1 : Matrix n n ℂ} {e0 : ℝ} {C : Matrix n d ℂ}

/-- Degenerate perturbation theory with overlap: for `ψ0 = C a` in the level `e0`, the first-order
equation is solvable exactly when `C† (H1 - e0 S1) C a = e1 a`. -/
theorem firstOrder_solvable_iff (L : DegenerateLevel H0 S0 e0 C) (H1 S1 : Matrix n n ℂ)
    (e1 : ℂ) (a : d → ℂ) :
    FirstOrderSolvable H0 S0 H1 S1 e0 e1 (C *ᵥ a) ↔
      splittingMatrix H1 S1 e0 C *ᵥ a = e1 • a := by
  -- the overlap term projects to e1 times the identity
  have h : Cᴴ * (H1 - (e0 : ℂ) • S1 - e1 • S0) * C =
      splittingMatrix H1 S1 e0 C - e1 • (1 : Matrix d d ℂ) := by
    rw [Matrix.mul_sub, Matrix.sub_mul, Matrix.mul_smul, Matrix.smul_mul, L.normalized]
    rfl
  unfold FirstOrderSolvable
  rw [solvable_iff_projection_zero (hermitian_shift L.hermH L.hermS e0) L.kernel,
    Matrix.mulVec_neg, Matrix.mulVec_mulVec, Matrix.mulVec_mulVec, h, Matrix.sub_mulVec,
    Matrix.smul_mulVec, Matrix.one_mulVec, neg_eq_zero, sub_eq_zero]

/-- Within the level, the `S0`-overlap of `C a` and `C b` is the ordinary inner product of the
coefficient vectors `a` and `b`. -/
theorem overlap_eq (L : DegenerateLevel H0 S0 e0 C) (a b : d → ℂ) :
    star (C *ᵥ a) ⬝ᵥ (S0 *ᵥ (C *ᵥ b)) = star a ⬝ᵥ b := by
  rw [Matrix.star_mulVec, ← Matrix.dotProduct_mulVec, Matrix.mulVec_mulVec,
    Matrix.mulVec_mulVec, L.normalized, Matrix.one_mulVec]

omit [DecidableEq d] in
/-- Two eigenvectors `a`, `b` of a Hermitian matrix with eigenvalues `e`, `f` satisfy
`(e* - f) ⟨a, b⟩ = 0`. -/
theorem eigenpair_relation {M : Matrix d d ℂ} (hM : M.IsHermitian) {e f : ℂ} {a b : d → ℂ}
    (ha : M *ᵥ a = e • a) (hb : M *ᵥ b = f • b) : (star e - f) * (star a ⬝ᵥ b) = 0 := by
  have h : star a ⬝ᵥ (M *ᵥ b) = star (M *ᵥ a) ⬝ᵥ b := by
    rw [Matrix.dotProduct_mulVec, Matrix.star_mulVec, hM.eq]
  rw [ha, hb, dotProduct_smul, star_smul, smul_dotProduct, smul_eq_mul, smul_eq_mul] at h
  linear_combination -h

/-- For Hermitian `H1` and `S1` and a nonzero `a`, solvability of the first-order equation for
`ψ0 = C a` forces `e1` to be real. -/
theorem splitting_real (L : DegenerateLevel H0 S0 e0 C) (hH1 : H1.IsHermitian)
    (hS1 : S1.IsHermitian) {e1 : ℂ} {a : d → ℂ} (ha : a ≠ 0)
    (h : FirstOrderSolvable H0 S0 H1 S1 e0 e1 (C *ᵥ a)) : e1.im = 0 := by
  have hM : (splittingMatrix H1 S1 e0 C).IsHermitian :=
    Matrix.isHermitian_conjTranspose_mul_mul C (hermitian_shift hH1 hS1 e0)
  have hs := (firstOrder_solvable_iff L H1 S1 e1 a).mp h
  rcases mul_eq_zero.mp (eigenpair_relation hM hs hs) with h1 | h1
  · exact Complex.conj_eq_iff_im.mp (sub_eq_zero.mp h1)
  · exact absurd (dotProduct_star_self_eq_zero.mp h1) ha

/-- For Hermitian `H1` and `S1`, zeroth-order vectors whose first-order equations are solvable
with different real `e1` and `f1` are `S0`-orthogonal. -/
theorem zerothOrder_orthogonal (L : DegenerateLevel H0 S0 e0 C) (hH1 : H1.IsHermitian)
    (hS1 : S1.IsHermitian) {e1 f1 : ℝ} (hne : e1 ≠ f1) {a b : d → ℂ}
    (ha : FirstOrderSolvable H0 S0 H1 S1 e0 e1 (C *ᵥ a))
    (hb : FirstOrderSolvable H0 S0 H1 S1 e0 f1 (C *ᵥ b)) :
    star (C *ᵥ a) ⬝ᵥ (S0 *ᵥ (C *ᵥ b)) = 0 := by
  have hM : (splittingMatrix H1 S1 e0 C).IsHermitian :=
    Matrix.isHermitian_conjTranspose_mul_mul C (hermitian_shift hH1 hS1 e0)
  have h := eigenpair_relation hM ((firstOrder_solvable_iff L H1 S1 _ a).mp ha)
    ((firstOrder_solvable_iff L H1 S1 _ b).mp hb)
  rw [Complex.star_def, Complex.conj_ofReal] at h
  rw [overlap_eq L]
  exact (mul_eq_zero.mp h).resolve_left
    (fun h0 => hne (Complex.ofReal_injective (sub_eq_zero.mp h0)))

/-- For Hermitian `H1` and `S1`, the level has a full set of `S0`-orthonormal zeroth-order vectors
`C a_i` with real first-order shifts `ε_i` for which the first-order equation is solvable. -/
theorem exists_adapted_basis (L : DegenerateLevel H0 S0 e0 C) (hH1 : H1.IsHermitian)
    (hS1 : S1.IsHermitian) :
    ∃ (ε : d → ℝ) (a : d → d → ℂ),
      (∀ i j, star (C *ᵥ a i) ⬝ᵥ (S0 *ᵥ (C *ᵥ a j)) = if i = j then 1 else 0) ∧
      ∀ i, FirstOrderSolvable H0 S0 H1 S1 e0 (ε i) (C *ᵥ a i) := by
  have hM : (splittingMatrix H1 S1 e0 C).IsHermitian :=
    Matrix.isHermitian_conjTranspose_mul_mul C (hermitian_shift hH1 hS1 e0)
  -- diagonalize the splitting matrix
  refine ⟨hM.eigenvalues, fun i => (hM.eigenvectorBasis i).ofLp, fun i j => ?_, fun i => ?_⟩
  · have h := orthonormal_iff_ite.mp hM.eigenvectorBasis.orthonormal i j
    rw [EuclideanSpace.inner_eq_star_dotProduct, dotProduct_comm] at h
    rw [overlap_eq L]
    exact h
  · rw [firstOrder_solvable_iff L]
    refine (hM.mulVec_eigenvectorBasis i).trans ?_
    ext k
    simp [Pi.smul_apply, Complex.real_smul]

/-- A twofold level `e0 = 1` of an explicit three-dimensional problem with non-diagonal overlap
meets all conditions of `DegenerateLevel`. -/
theorem degenerateLevel_witness :
    DegenerateLevel (!![1, 0, 1; 0, 1, 0; 1, 0, 3] : Matrix (Fin 3) (Fin 3) ℂ)
      !![1, 0, 1; 0, 1, 0; 1, 0, 2] 1 (!![1, 0; 0, 1; 0, 0] : Matrix (Fin 3) (Fin 2) ℂ) where
  hermH := by
    ext i j
    fin_cases i <;> fin_cases j <;> simp [Matrix.conjTranspose_apply]
  hermS := by
    ext i j
    fin_cases i <;> fin_cases j <;> simp [Matrix.conjTranspose_apply]
  kernel := by
    have hA : (!![1, 0, 1; 0, 1, 0; 1, 0, 3] : Matrix (Fin 3) (Fin 3) ℂ) -
        ((1 : ℝ) : ℂ) • !![1, 0, 1; 0, 1, 0; 1, 0, 2] = !![0, 0, 0; 0, 0, 0; 0, 0, 1] := by
      ext i j
      fin_cases i <;> fin_cases j <;> norm_num [Matrix.sub_apply, Matrix.smul_apply]
    rw [hA]
    intro x
    constructor
    · intro h
      have h2 : x 2 = 0 := by
        simpa [Matrix.mulVec, dotProduct, Fin.sum_univ_three] using congrFun h 2
      refine ⟨![x 0, x 1], ?_⟩
      ext i
      fin_cases i <;> simp [Matrix.mulVec, dotProduct, Fin.sum_univ_two, h2]
    · rintro ⟨a, rfl⟩
      ext i
      fin_cases i <;> simp [Matrix.mulVec, dotProduct, Fin.sum_univ_three, Fin.sum_univ_two]
  normalized := by
    ext i j
    fin_cases i <;> fin_cases j <;>
      simp [Matrix.mul_apply, Matrix.conjTranspose_apply, Fin.sum_univ_three]

end

end DegenerateOverlapPerturbation
```

```lean
#print axioms DegenerateOverlapPerturbation.firstOrder_solvable_iff
#print axioms DegenerateOverlapPerturbation.splitting_real
#print axioms DegenerateOverlapPerturbation.zerothOrder_orthogonal
#print axioms DegenerateOverlapPerturbation.exists_adapted_basis
```

```
'DegenerateOverlapPerturbation.firstOrder_solvable_iff' depends on axioms: [propext, Classical.choice, Quot.sound]
'DegenerateOverlapPerturbation.splitting_real' depends on axioms: [propext, Classical.choice, Quot.sound]
'DegenerateOverlapPerturbation.zerothOrder_orthogonal' depends on axioms: [propext, Classical.choice, Quot.sound]
'DegenerateOverlapPerturbation.exists_adapted_basis' depends on axioms: [propext, Classical.choice, Quot.sound]
```

## From the range of $A$ to the adapted basis

`hermitian_shift` makes $A$ Hermitian. In `solvable_iff_projection_zero`, the forward half shows $w^\dagger C^\dagger Ax=0$ for every $w$ and then takes $w=C^\dagger Ax$. The converse builds the range as the submodule `K` and applies `Submodule.orthogonal_orthogonal`.

`firstOrder_solvable_iff` uses `L.normalized` to turn the projected $S_0$ term into $e_1$ times the identity. `overlap_eq` reduces overlaps to coefficient products, and `eigenpair_relation` supplies the identity behind `splitting_real` and `zerothOrder_orthogonal`. `exists_adapted_basis` takes its shifts and vectors from Mathlib's spectral theorem for $M$.

`degenerateLevel_witness` checks, entry by entry, a twofold level with non-diagonal overlap, for which $H_0-S_0=\mathrm{diag}(0,0,1)$.
